# Two-mode squeezed vacuum: equal photon numbers and EPR second moments exp(−2r)

The ladder operators are treated here as linear maps defined on every vector of a complex inner product space V, which is not assumed complete. Bosonic ladder operators are unbounded, so V stands for a common domain that all of them map into itself, such as the two-mode states whose Fock coefficients fall off faster than any power of the photon number. This avoids domain bookkeeping, but it excludes truncated Fock matrices: on a nonzero finite-dimensional space a commutator has trace zero and cannot be the identity.

## The squeezed-state identities

Let a₁, a₂ be the annihilators of two independent modes and b₁, b₂ their adjoints, the creators. Thus [a₁, b₁] = [a₂, b₂] = 1, and operators of different modes commute. For real r, write c = cosh r and s = sinh r. Let w be a unit vector with

c a₁ w = s b₂ w,

c a₂ w = s b₁ w.

These are the conditions for the two-mode squeezed vacuum with real squeezing parameter r, and "squeezed state" means this state throughout. A displaced squeezed state does not satisfy them. With Nⱼ = bⱼaⱼ, xⱼ = (aⱼ + bⱼ)/√2 and pⱼ = −i(aⱼ − bⱼ)/√2 for j = 1, 2, the result is

(N₁ − N₂) w = 0,

‖(x₁ − x₂) w‖² = ‖(p₁ + p₂) w‖² = exp(−2r).

The commuting pair x₁ − x₂ and p₁ + p₂ is the one associated with Einstein, Podolsky and Rosen (EPR). The conjugate combinations x₁ + x₂ and p₁ − p₂ have second moment exp(2r).

## Checks in a continuous-variable code

For two ideal, lossless modes, these identities test the preparation of a two-mode squeezed vacuum. They fix both the quadrature scale and the sign of r. A code that uses x = a + b should find 2 exp(−2r), and one whose squeezing parameter has the opposite sign will find the small and large pairs exchanged.

In a truncated Fock basis the two parts behave differently. A state built only from equal-number terms |n,n⟩ has zero number difference at any cutoff, whereas the quadrature moments carry a truncation error. Agreement on the first is therefore no evidence that the cutoff is large enough.

## From the annihilation conditions to exp(−2r)

Suppose a and b are adjoint and [a, b] = k, with k real. Then

‖b w‖² = ⟨a b w, w⟩ = ⟨b a w, w⟩ + k‖w‖² = ‖a w‖² + k‖w‖².

Define the collective operators A± = a₁ ± a₂ and B± = b₁ ± b₂. The cross commutators vanish, so [A±, B±] = 1 + 1 = 2, and since w is a unit vector,

‖B± w‖² = ‖A± w‖² + 2.

Adding and subtracting the annihilation conditions gives

c A₊ w = s B₊ w,

c A₋ w = −s B₋ w.

In either case c²‖A± w‖² = s²‖B± w‖². Substituting the norm relation and using c² − s² = 1 yields

‖B± w‖² = 2c², ‖A± w‖² = 2s².

For the relative position, (x₁ − x₂) w = (A₋ w + B₋ w)/√2, and

c (A₋ w + B₋ w) = (c − s) B₋ w.

Taking squared norms and dividing by c²,

‖(x₁ − x₂) w‖² = ½ · (c − s)² · 2c²/c² = (c − s)² = exp(−2r).

For the total momentum, (p₁ + p₂) w = i(B₊ w − A₊ w)/√2, and c(B₊ w − A₊ w) = (c − s) B₊ w gives the same value. The other two combinations satisfy

c (A₊ w + B₊ w) = (c + s) B₊ w,

c (B₋ w − A₋ w) = (c + s) B₋ w,

so their second moments are (c + s)² = exp(2r).

The minus sign in c A₋ w = −s B₋ w is easily lost. Without it, the second moment of x₁ − x₂ appears to be exp(2r).

For the number difference, apply b₁ to the first condition and b₂ to the second:

c N₁ w = s b₁b₂ w,

c N₂ w = s b₂b₁ w.

The right-hand sides agree because the creators commute, and c > 0.

**Numbers for r = ln 2.** Here c = 5/4 and s = 3/4. Then ‖B± w‖² = 25/8 and ‖A± w‖² = 9/8, which differ by 2 as required. The small second moments are (5/4 − 3/4)² = 1/4, and the large ones are (5/4 + 3/4)² = 4.

## A bound without cross-correlations

For any unit vector w and either mode, the parallelogram law gives

‖x w‖² + ‖p w‖² = ‖a w‖² + ‖b w‖² = 2‖a w‖² + 1 ≥ 1.

If Re⟨x₁w, x₂w⟩ = Re⟨p₁w, p₂w⟩ = 0, the cross terms vanish when the squares are expanded, so

‖(x₁ − x₂) w‖² + ‖(p₁ + p₂) w‖² ≥ 2.

A squeezed state with r > 0 has the sum 2 exp(−2r) < 2, so the two cross-correlations cannot both vanish. In fact neither does: expanding the four second moments found above gives Re⟨x₁w, x₂w⟩ = ½ sinh 2r and Re⟨p₁w, p₂w⟩ = −½ sinh 2r. These two values are not stated in the Lean file.

## Squeezed states from a vacuum

Let w now be a unit vector with a₁w = a₂w = 0, and define new annihilators

a₁′ = c a₁ + s b₂, a₂′ = c a₂ + s b₁,

with adjoints b₁′ = c b₁ + s a₂ and b₂′ = c b₂ + s a₁. Each new mode has commutator c² − s² = 1. In [a₁′, a₂′] the two contributions are cs and −cs, and they cancel; the adjoint relation follows, and the mixed commutators vanish term by term. On the vacuum,

c a₁′w − s b₂′w = cs b₂w − sc b₂w = 0,

and likewise with the modes exchanged. So w is squeezed with respect to the new modes, while remaining the vacuum of the old ones.

## The Lean file

```lean
import Mathlib

open scoped InnerProductSpace

noncomputable section

namespace EPRCorrelations

variable {V : Type*} [NormedAddCommGroup V] [InnerProductSpace ℂ V]

/-- Two independent bosonic modes: annihilators `a₁, a₂` with adjoint creators `b₁, b₂`
on a common invariant domain, obeying the canonical commutation relations. -/
structure TwoModes (V : Type*) [NormedAddCommGroup V] [InnerProductSpace ℂ V] where
  a₁ : V →ₗ[ℂ] V
  b₁ : V →ₗ[ℂ] V
  a₂ : V →ₗ[ℂ] V
  b₂ : V →ₗ[ℂ] V
  adj₁ : ∀ x y, ⟪a₁ x, y⟫_ℂ = ⟪x, b₁ y⟫_ℂ
  adj₂ : ∀ x y, ⟪a₂ x, y⟫_ℂ = ⟪x, b₂ y⟫_ℂ
  comm₁ : ∀ x, a₁ (b₁ x) = b₁ (a₁ x) + x
  comm₂ : ∀ x, a₂ (b₂ x) = b₂ (a₂ x) + x
  comm_a : ∀ x, a₁ (a₂ x) = a₂ (a₁ x)
  comm_b : ∀ x, b₁ (b₂ x) = b₂ (b₁ x)
  comm_ab : ∀ x, a₁ (b₂ x) = b₂ (a₁ x)
  comm_ba : ∀ x, a₂ (b₁ x) = b₁ (a₂ x)

/-- The normalisation `1/√2` of the quadratures. -/
def invSqrtTwo : ℂ := ((1 / √2 : ℝ) : ℂ)

/-- The position quadrature `x = (a + b)/√2`. -/
def position (a b : V →ₗ[ℂ] V) : V →ₗ[ℂ] V := invSqrtTwo • (a + b)

/-- The momentum quadrature `p = -i (a - b)/√2`. -/
def momentum (a b : V →ₗ[ℂ] V) : V →ₗ[ℂ] V := (-Complex.I * invSqrtTwo) • (a - b)

namespace TwoModes

/-- Position quadrature of mode 1. -/
def x₁ (M : TwoModes V) := position M.a₁ M.b₁

/-- Position quadrature of mode 2. -/
def x₂ (M : TwoModes V) := position M.a₂ M.b₂

/-- Momentum quadrature of mode 1. -/
def p₁ (M : TwoModes V) := momentum M.a₁ M.b₁

/-- Momentum quadrature of mode 2. -/
def p₂ (M : TwoModes V) := momentum M.a₂ M.b₂

/-- Number operator of mode 1. -/
def N₁ (M : TwoModes V) : V →ₗ[ℂ] V := M.b₁ ∘ₗ M.a₁

/-- Number operator of mode 2. -/
def N₂ (M : TwoModes V) : V →ₗ[ℂ] V := M.b₂ ∘ₗ M.a₂

end TwoModes

/-- A unit vector killed by `a₁ cosh r - b₂ sinh r` and `a₂ cosh r - b₁ sinh r`. -/
structure IsTwoModeSqueezed (M : TwoModes V) (r : ℝ) (w : V) : Prop where
  unit : ‖w‖ = 1
  kill₁ : (Real.cosh r : ℂ) • M.a₁ w - (Real.sinh r : ℂ) • M.b₂ w = 0
  kill₂ : (Real.cosh r : ℂ) • M.a₂ w - (Real.sinh r : ℂ) • M.b₁ w = 0

/-- For an adjoint pair with `[a, b] = k`, the squared norms of `b w` and `a w`
differ by `k ‖w‖²`. -/
theorem norm_creation_sq (a b : V →ₗ[ℂ] V) (k : ℝ)
    (hadj : ∀ x y, ⟪a x, y⟫_ℂ = ⟪x, b y⟫_ℂ)
    (hcomm : ∀ x, a (b x) = b (a x) + (k : ℂ) • x) (w : V) :
    ‖b w‖ ^ 2 = ‖a w‖ ^ 2 + k * ‖w‖ ^ 2 := by
  have h : ⟪b w, b w⟫_ℂ = ⟪a w, a w⟫_ℂ + k * ⟪w, w⟫_ℂ := by
    rw [← hadj, hcomm, inner_add_left, inner_smul_left, Complex.conj_ofReal,
      ← inner_conj_symm (b (a w)) w, ← hadj, inner_conj_symm]
  have n : ∀ x : V, ⟪x, x⟫_ℂ = ((‖x‖ ^ 2 : ℝ) : ℂ) := fun x =>
    (inner_self_eq_norm_sq_to_K (𝕜 := ℂ) x).trans
      (by simp)
  rw [n, n, n] at h
  exact_mod_cast h

/-- If `c v = s u` with `c² - s² = 1` and `‖u‖² = ‖v‖² + 2`, then `u - v` and `u + v` have
squared norms `2 (c - s)²` and `2 (c + s)²`. -/
theorem norm_sq_of_proportional {c s : ℝ} (hc : c ^ 2 - s ^ 2 = 1) {u v : V}
    (h : (c : ℂ) • v = (s : ℂ) • u) (hn : ‖u‖ ^ 2 = ‖v‖ ^ 2 + 2) :
    ‖u - v‖ ^ 2 = 2 * (c - s) ^ 2 ∧ ‖u + v‖ ^ 2 = 2 * (c + s) ^ 2 := by
  have ns : ∀ (t : ℝ) (x : V), ‖(t : ℂ) • x‖ ^ 2 = t ^ 2 * ‖x‖ ^ 2 := fun t x => by
    rw [norm_smul, mul_pow, Complex.norm_real, Real.norm_eq_abs, sq_abs]
  have hc0 : c ^ 2 ≠ 0 := by nlinarith [sq_nonneg s]
  have e : c ^ 2 * ‖v‖ ^ 2 = s ^ 2 * ‖u‖ ^ 2 := by rw [← ns, ← ns, h]
  have hU : ‖u‖ ^ 2 = 2 * c ^ 2 := by
    linear_combination c ^ 2 * hn + e - ‖u‖ ^ 2 * hc
  have e₁ : c ^ 2 * ‖u - v‖ ^ 2 = (c - s) ^ 2 * ‖u‖ ^ 2 := by
    rw [← ns, ← ns, smul_sub, h, Complex.ofReal_sub, sub_smul]
  have e₂ : c ^ 2 * ‖u + v‖ ^ 2 = (c + s) ^ 2 * ‖u‖ ^ 2 := by
    rw [← ns, ← ns, smul_add, h, Complex.ofReal_add, add_smul]
  constructor
  · exact mul_left_cancel₀ hc0 (by linear_combination e₁ + (c - s) ^ 2 * hU)
  · exact mul_left_cancel₀ hc0 (by linear_combination e₂ + (c + s) ^ 2 * hU)

/-- The quadrature normalisation has squared modulus `1/2`. -/
theorem norm_invSqrtTwo_sq : ‖invSqrtTwo‖ ^ 2 = 1 / 2 := by
  rw [invSqrtTwo, Complex.norm_real, Real.norm_eq_abs, sq_abs, div_pow,
    Real.sq_sqrt (by norm_num)]
  norm_num

/-- In a two-mode squeezed state the relative position and total momentum have second moment
`exp (-2r)`, while the total position and relative momentum have `exp (2r)`. -/
theorem collective_quadratures {M : TwoModes V} {r : ℝ} {w : V}
    (h : IsTwoModeSqueezed M r w) :
    (‖(M.x₁ - M.x₂) w‖ ^ 2 = Real.exp (-2 * r) ∧ ‖(M.p₁ + M.p₂) w‖ ^ 2 = Real.exp (-2 * r)) ∧
    (‖(M.x₁ + M.x₂) w‖ ^ 2 = Real.exp (2 * r) ∧ ‖(M.p₁ - M.p₂) w‖ ^ 2 = Real.exp (2 * r)) := by
  have hc : Real.cosh r ^ 2 - Real.sinh r ^ 2 = 1 := by rw [Real.cosh_sq]; ring
  have em : (Real.cosh r - Real.sinh r) ^ 2 = Real.exp (-2 * r) := by
    rw [Real.cosh_sub_sinh, sq, ← Real.exp_add]; congr 1; ring
  have ep : (Real.cosh r + Real.sinh r) ^ 2 = Real.exp (2 * r) := by
    rw [Real.cosh_add_sinh, sq, ← Real.exp_add]; congr 1; ring
  -- the difference and sum modes have commutator 2
  have nd := norm_creation_sq (M.a₁ - M.a₂) (M.b₁ - M.b₂) 2
    (fun x y => by
      simp only [LinearMap.sub_apply, inner_sub_left, inner_sub_right, M.adj₁, M.adj₂])
    (fun x => by
      simp only [LinearMap.sub_apply, map_sub, M.comm₁, M.comm₂, M.comm_ab, M.comm_ba,
        Complex.ofReal_ofNat]
      module) w
  have nt := norm_creation_sq (M.a₁ + M.a₂) (M.b₁ + M.b₂) 2
    (fun x y => by
      simp only [LinearMap.add_apply, inner_add_left, inner_add_right, M.adj₁, M.adj₂])
    (fun x => by
      simp only [LinearMap.add_apply, map_add, M.comm₁, M.comm₂, M.comm_ab, M.comm_ba,
        Complex.ofReal_ofNat]
      module) w
  simp only [LinearMap.sub_apply, LinearMap.add_apply, h.unit, one_pow, mul_one] at nd nt
  -- the squeezing conditions make the collective vectors proportional
  obtain ⟨d₁, d₂⟩ := norm_sq_of_proportional hc (u := M.b₁ w - M.b₂ w)
    (v := -(M.a₁ w - M.a₂ w))
    (by linear_combination (norm := module) h.kill₂ - h.kill₁) (by rw [norm_neg]; exact nd)
  obtain ⟨t₁, t₂⟩ := norm_sq_of_proportional hc (u := M.b₁ w + M.b₂ w)
    (v := M.a₁ w + M.a₂ w)
    (by linear_combination (norm := module) h.kill₁ + h.kill₂) nt
  have kx : ∀ y : V, ‖invSqrtTwo • y‖ ^ 2 = ‖y‖ ^ 2 / 2 := fun y => by
    rw [norm_smul, mul_pow, norm_invSqrtTwo_sq]; ring
  have kp : ∀ y : V, ‖(Complex.I * invSqrtTwo) • y‖ ^ 2 = ‖y‖ ^ 2 / 2 := fun y => by
    rw [norm_smul, norm_mul, Complex.norm_I, one_mul, mul_pow, norm_invSqrtTwo_sq]; ring
  have q₁ : (M.x₁ - M.x₂) w
      = invSqrtTwo • (M.b₁ w - M.b₂ w - -(M.a₁ w - M.a₂ w)) := by
    simp only [TwoModes.x₁, TwoModes.x₂, position, LinearMap.sub_apply, LinearMap.add_apply,
      LinearMap.smul_apply]
    module
  have q₂ : (M.p₁ + M.p₂) w
      = (Complex.I * invSqrtTwo) • (M.b₁ w + M.b₂ w - (M.a₁ w + M.a₂ w)) := by
    simp only [TwoModes.p₁, TwoModes.p₂, momentum, LinearMap.sub_apply, LinearMap.add_apply,
      LinearMap.smul_apply]
    module
  have q₃ : (M.x₁ + M.x₂) w = invSqrtTwo • (M.b₁ w + M.b₂ w + (M.a₁ w + M.a₂ w)) := by
    simp only [TwoModes.x₁, TwoModes.x₂, position, LinearMap.add_apply, LinearMap.smul_apply]
    module
  have q₄ : (M.p₁ - M.p₂) w
      = (Complex.I * invSqrtTwo) • (M.b₁ w - M.b₂ w + -(M.a₁ w - M.a₂ w)) := by
    simp only [TwoModes.p₁, TwoModes.p₂, momentum, LinearMap.sub_apply, LinearMap.smul_apply]
    module
  rw [q₁, q₂, q₃, q₄, kx, kp, kx, kp, d₁, d₂, t₁, t₂, em, ep]
  refine ⟨⟨?_, ?_⟩, ?_, ?_⟩ <;> ring

/-- A two-mode squeezed state has no photon-number difference, and its relative position and total
momentum both have second moment `exp (-2r)`. -/
theorem epr_correlations {M : TwoModes V} {r : ℝ} {w : V} (h : IsTwoModeSqueezed M r w) :
    (M.N₁ - M.N₂) w = 0 ∧ ‖(M.x₁ - M.x₂) w‖ ^ 2 = Real.exp (-2 * r) ∧
      ‖(M.p₁ + M.p₂) w‖ ^ 2 = Real.exp (-2 * r) := by
  refine ⟨?_, (collective_quadratures h).1⟩
  have e₁ := congrArg M.b₁ (sub_eq_zero.mp h.kill₁)
  have e₂ := congrArg M.b₂ (sub_eq_zero.mp h.kill₂)
  rw [LinearMap.map_smul, LinearMap.map_smul] at e₁ e₂
  have hc : (Real.cosh r : ℂ) ≠ 0 := Complex.ofReal_ne_zero.mpr (Real.cosh_pos r).ne'
  -- multiplied by `cosh r`, both `N₁ w` and `N₂ w` equal `sinh r • b₁ (b₂ w)`
  have e : (Real.cosh r : ℂ) • (M.N₁ - M.N₂) w = 0 := by
    change (Real.cosh r : ℂ) • (M.b₁ (M.a₁ w) - M.b₂ (M.a₂ w)) = 0
    rw [smul_sub, e₁, e₂, M.comm_b, sub_self]
  exact (smul_eq_zero.mp e).resolve_left hc

/-- For an adjoint pair with `[a, b] = 1`, a unit vector has `‖x w‖² + ‖p w‖² ≥ 1`. -/
theorem one_le_quadratures (a b : V →ₗ[ℂ] V) (hadj : ∀ x y, ⟪a x, y⟫_ℂ = ⟪x, b y⟫_ℂ)
    (hcomm : ∀ x, a (b x) = b (a x) + x) {w : V} (hw : ‖w‖ = 1) :
    1 ≤ ‖position a b w‖ ^ 2 + ‖momentum a b w‖ ^ 2 := by
  have n := norm_creation_sq a b 1 hadj (fun x => by simp [hcomm]) w
  have p := parallelogram_law_with_norm ℂ (a w) (b w)
  simp only [position, momentum, LinearMap.smul_apply, LinearMap.add_apply,
    LinearMap.sub_apply, norm_smul, norm_mul, norm_neg, Complex.norm_I, one_mul, mul_pow,
    norm_invSqrtTwo_sq]
  rw [hw] at n
  nlinarith [sq_nonneg ‖a w‖]

/-- A unit vector with vanishing position and momentum cross-correlations satisfies
`‖(x₁ - x₂) w‖² + ‖(p₁ + p₂) w‖² ≥ 2`. -/
theorem uncorrelated_bound (M : TwoModes V) {w : V} (hw : ‖w‖ = 1)
    (hx : (⟪M.x₁ w, M.x₂ w⟫_ℂ).re = 0) (hp : (⟪M.p₁ w, M.p₂ w⟫_ℂ).re = 0) :
    2 ≤ ‖(M.x₁ - M.x₂) w‖ ^ 2 + ‖(M.p₁ + M.p₂) w‖ ^ 2 := by
  have ex := norm_sub_sq (𝕜 := ℂ) (M.x₁ w) (M.x₂ w)
  have ep := norm_add_sq (𝕜 := ℂ) (M.p₁ w) (M.p₂ w)
  rw [show RCLike.re ⟪M.x₁ w, M.x₂ w⟫_ℂ = 0 from hx] at ex
  rw [show RCLike.re ⟪M.p₁ w, M.p₂ w⟫_ℂ = 0 from hp] at ep
  have h₁ : 1 ≤ ‖M.x₁ w‖ ^ 2 + ‖M.p₁ w‖ ^ 2 := one_le_quadratures _ _ M.adj₁ M.comm₁ hw
  have h₂ : 1 ≤ ‖M.x₂ w‖ ^ 2 + ‖M.p₂ w‖ ^ 2 := one_le_quadratures _ _ M.adj₂ M.comm₂ hw
  rw [LinearMap.sub_apply, LinearMap.add_apply, ex, ep]
  linarith

/-- For `r > 0` the position and momentum cross-correlations of a two-mode squeezed state
do not both vanish. -/
theorem squeezed_is_correlated {M : TwoModes V} {r : ℝ} {w : V}
    (h : IsTwoModeSqueezed M r w) (hr : 0 < r) :
    ¬ ((⟪M.x₁ w, M.x₂ w⟫_ℂ).re = 0 ∧ (⟪M.p₁ w, M.p₂ w⟫_ℂ).re = 0) := by
  rintro ⟨hx, hp⟩
  have b := uncorrelated_bound M h.unit hx hp
  obtain ⟨-, e₁, e₂⟩ := epr_correlations h
  have : Real.exp (-2 * r) < 1 := Real.exp_lt_one_iff.mpr (by linarith)
  linarith

/-- The Bogoliubov transformation `a₁ ↦ c a₁ + s b₂`, `a₂ ↦ c a₂ + s b₁` with
`c² - s² = 1`, giving two new independent modes. -/
def bogoliubov (M : TwoModes V) (c s : ℝ) (h : c ^ 2 - s ^ 2 = 1) : TwoModes V := by
  have hC : (c : ℂ) ^ 2 - (s : ℂ) ^ 2 = 1 := by exact_mod_cast h
  have r₁ : ∀ x y, ⟪M.b₁ x, y⟫_ℂ = ⟪x, M.a₁ y⟫_ℂ := fun x y => by
    rw [← inner_conj_symm, ← M.adj₁, inner_conj_symm]
  have r₂ : ∀ x y, ⟪M.b₂ x, y⟫_ℂ = ⟪x, M.a₂ y⟫_ℂ := fun x y => by
    rw [← inner_conj_symm, ← M.adj₂, inner_conj_symm]
  refine
    { a₁ := (c : ℂ) • M.a₁ + (s : ℂ) • M.b₂
      b₁ := (c : ℂ) • M.b₁ + (s : ℂ) • M.a₂
      a₂ := (c : ℂ) • M.a₂ + (s : ℂ) • M.b₁
      b₂ := (c : ℂ) • M.b₂ + (s : ℂ) • M.a₁
      adj₁ := ?_, adj₂ := ?_, comm₁ := ?_, comm₂ := ?_
      comm_a := ?_, comm_b := ?_, comm_ab := ?_, comm_ba := ?_ }
  case refine_1 | refine_2 =>
    intro x y
    simp only [LinearMap.add_apply, LinearMap.smul_apply, inner_add_left, inner_add_right,
      inner_smul_left, inner_smul_right, Complex.conj_ofReal, M.adj₁, M.adj₂, r₁, r₂]
  all_goals
    intro x
    simp only [LinearMap.add_apply, LinearMap.smul_apply, map_add, map_smul, M.comm₁,
      M.comm₂, M.comm_a, M.comm_b, M.comm_ab, M.comm_ba]
    first
      | module
      | linear_combination (norm := module) hC • x

/-- A unit vector killed by `a₁` and `a₂` is a two-mode squeezed state of the
Bogoliubov-transformed modes, for every real `r`. -/
theorem squeezed_of_vacuum (M : TwoModes V) (r : ℝ) {w : V} (hw : ‖w‖ = 1)
    (h₁ : M.a₁ w = 0) (h₂ : M.a₂ w = 0) :
    IsTwoModeSqueezed
      (bogoliubov M (Real.cosh r) (Real.sinh r) (by rw [Real.cosh_sq]; ring)) r w := by
  -- Remark: the concrete Fock space carrying such a vacuum is not constructed in this file.
  refine ⟨hw, ?_, ?_⟩
  · simp only [bogoliubov, LinearMap.add_apply, LinearMap.smul_apply, h₁]
    module
  · simp only [bogoliubov, LinearMap.add_apply, LinearMap.smul_apply, h₂]
    module

end EPRCorrelations
```

```lean
#print axioms EPRCorrelations.epr_correlations
#print axioms EPRCorrelations.squeezed_is_correlated
#print axioms EPRCorrelations.squeezed_of_vacuum
```

```
'EPRCorrelations.epr_correlations' depends on axioms: [propext, Classical.choice, Quot.sound]
'EPRCorrelations.squeezed_is_correlated' depends on axioms: [propext, Classical.choice, Quot.sound]
'EPRCorrelations.squeezed_of_vacuum' depends on axioms: [propext, Classical.choice, Quot.sound]
```

## What the theorems cover

`TwoModes` bundles the four maps with their adjoint and commutation relations, which are assumptions about the modes. `IsTwoModeSqueezed M r w` says that w has norm one and satisfies the two annihilation conditions. From this alone, `epr_correlations` concludes the number identity and the two exp(−2r) values for every real r, including r = 0, where both equal the vacuum value 1. The scale is that of ħ = 1 with vacuum second moment 1/2 per quadrature.

The proof follows the calculation above. `norm_creation_sq` is the commutator identity, used with k = 2 for the collective operators. `norm_sq_of_proportional` turns proportional vectors into norms; for the difference mode it receives −A₋w, which absorbs the minus sign. In `collective_quadratures`, `linear_combination` adds or subtracts the annihilation conditions, and `module` checks the rearrangements of vectors. `epr_correlations` then adds the number argument, cancelling the nonzero factor cosh r at the end.

`one_le_quadratures` and `uncorrelated_bound` give the lower bounds, and `squeezed_is_correlated` draws the contradiction for r > 0. The hypothesis of `uncorrelated_bound`, that both cross-correlations vanish, concerns raw second moments. A product state with nonzero means can fail this hypothesis, so the theorem does not cover every product state and is not a separability test.

`bogoliubov` constructs the new modes and verifies all their relations, and `squeezed_of_vacuum` supplies the squeezed vector. Existence is thereby reduced to having two modes with a normalised vacuum; the concrete Fock space is not constructed. Loss, thermal noise, mixed states and truncation error are not covered either.
